# Singlets make up a fraction (n+1)/((k+1)(n−k+1)) of the Sz = 0 space of 2k electrons in n orbitals

A full configuration interaction calculation for a closed-shell molecule distributes $2k$ electrons over $n$ orbitals. If it works with determinants, it usually keeps those with $k$ α and $k$ β electrons, so that $S_z=0$. This space also contains a component of every triplet, quintet and higher multiplet. When the Hamiltonian is spin-free and the wanted state is a singlet, how much of the space is relevant?

For $1\le k\le n$ the answer follows from spin algebra and counting, whatever the Hamiltonian, provided the orbital set is finite and α and β electrons share the same orthonormal spatial orbitals.

```lean
import Mathlib

open Matrix Filter Topology
open scoped ComplexOrder

namespace SingletCounting
```

## Determinants and spin flips

A determinant is fixed by the set $A$ of orbitals holding an α electron and the set $B$ of orbitals holding a β electron. In Lean these are `c.1` and `c.2`, and an orbital in both sets is doubly occupied.

```lean
/-- A determinant over `n` orbitals: the set of orbitals holding an α electron and the set of
orbitals holding a β electron. -/
abbrev Config (n : ℕ) := Finset (Fin n) × Finset (Fin n)
```

A state $\psi$ assigns an amplitude $\psi(A,B)$ to each determinant. It need not be normalised, and all electron numbers are allowed at first.

```lean
/-- A many-electron state: a complex amplitude for every determinant. -/
abbrev State (n : ℕ) := Config n → ℂ
```

In units of $\hbar$, the raising operator is $S_+=\sum_p a^\dagger_{p\alpha}a_{p\beta}$. If $p\alpha$ and $p\beta$ are neighbours in the ordering of spin orbitals, removing the β electron and creating the α electron give the same sign, and the product is $+1$. Only orbitals with a single electron can be flipped, so
$$(S_+\psi)(A,B)=\sum_{p\in A\setminus B}\psi(A\setminus\{p\},\,B\cup\{p\}).$$
The Lean definition starts from this formula; the passage to it from the fermion operators is the argument just given.

```lean
/-- The spin raising operator S₊, which turns one β electron into an α electron in the same
orbital. The two spin orbitals of each orbital are adjacent in the ordering, so no signs occur. -/
def spinRaise {n : ℕ} : State n →ₗ[ℂ] State n where
  toFun ψ c := ∑ p ∈ c.1 \ c.2, ψ (c.1.erase p, insert p c.2)
  map_add' := by intros; ext; simp [Finset.sum_add_distrib]
  map_smul' := by intros; ext; simp [Finset.mul_sum]
```

The lowering operator $S_-$ exchanges the roles of α and β.

```lean
/-- The spin lowering operator S₋, which turns one α electron into a β electron in the same
orbital. -/
def spinLower {n : ℕ} : State n →ₗ[ℂ] State n where
  toFun ψ c := ∑ p ∈ c.2 \ c.1, ψ (insert p c.1, c.2.erase p)
  map_add' := by intros; ext; simp [Finset.sum_add_distrib]
  map_smul' := by intros; ext; simp [Finset.mul_sum]
```

Fixing $a$ α and $b$ β electrons means that all other amplitudes vanish. This sector has $S_z=(a-b)/2$.

```lean
/-- The states with exactly `a` α electrons and `b` β electrons. -/
def sector (n a b : ℕ) : Submodule ℂ (State n) where
  carrier := {ψ | ∀ c, ¬(c.1.card = a ∧ c.2.card = b) → ψ c = 0}
  add_mem' := by
    intro x y hx hy c hc
    simp [hx c hc, hy c hc]
  zero_mem' := fun _ _ => rfl
  smul_mem' := by
    intro r x hx c hc
    simp [hx c hc]
```

Since $S^2=S_-S_++S_z(S_z+1)$, a state with $S_z=0$ is a singlet exactly when $S_+\psi=0$. The singlets are therefore the intersection of the sector $(k,k)$ with the kernel of $S_+$.

```lean
/-- The singlets of `2k` electrons in `n` orbitals: states with `k` α and `k` β electrons that
the spin raising operator annihilates. -/
def singlets (n k : ℕ) : Submodule ℂ (State n) :=
  sector n k k ⊓ LinearMap.ker spinRaise
```

## The commutator and the adjoint

Apply $S_-$ and $S_+$ in succession. Either the same spin is flipped back, or two different orbitals $p\in A\setminus B$ and $q\in B\setminus A$ are flipped. The second kind of term is the same in both orders. The first kind gives $|A\setminus B|\,\psi(A,B)$ for $S_+S_-$ and $|B\setminus A|\,\psi(A,B)$ for $S_-S_+$. Doubly occupied orbitals cancel in the difference, so
$$[S_+,S_-]=N_\alpha-N_\beta=2S_z.$$
In the proof, `h1` and `h2` make this split for the two orders, and `c1` and `c2` turn the set differences into electron numbers.

```lean
/-- The commutator of S₊ and S₋ multiplies the amplitude of each determinant by its number of α
electrons minus its number of β electrons. -/
theorem spin_commutator {n : ℕ} (ψ : State n) (c : Config n) :
    spinRaise (spinLower ψ) c =
      spinLower (spinRaise ψ) c + ((c.1.card : ℂ) - c.2.card) * ψ c := by
  obtain ⟨A, B⟩ := c
  -- either the same electron is flipped back, or two different orbitals are involved
  have h1 : spinRaise (spinLower ψ) (A, B) = ∑ p ∈ A \ B, (ψ (A, B) +
      ∑ q ∈ B \ A, ψ (insert q (A.erase p), (insert p B).erase q)) := by
    change (∑ p ∈ A \ B, ∑ q ∈ (insert p B) \ (A.erase p),
      ψ (insert q (A.erase p), (insert p B).erase q)) = _
    refine Finset.sum_congr rfl fun p hp => ?_
    obtain ⟨hA, hB⟩ := Finset.mem_sdiff.1 hp
    have hs : (insert p B) \ (A.erase p) = insert p (B \ A) := by
      ext x
      by_cases hx : x = p <;> simp [hx]
    rw [hs, Finset.sum_insert (by simp [hB]), Finset.insert_erase hA, Finset.erase_insert hB]
  have h2 : spinLower (spinRaise ψ) (A, B) = ∑ q ∈ B \ A, (ψ (A, B) +
      ∑ p ∈ A \ B, ψ (insert q (A.erase p), (insert p B).erase q)) := by
    change (∑ q ∈ B \ A, ∑ p ∈ (insert q A) \ (B.erase q),
      ψ ((insert q A).erase p, insert p (B.erase q))) = _
    refine Finset.sum_congr rfl fun q hq => ?_
    obtain ⟨hB, hA⟩ := Finset.mem_sdiff.1 hq
    have hs : (insert q A) \ (B.erase q) = insert q (A \ B) := by
      ext x
      by_cases hx : x = q <;> simp [hx]
    rw [hs, Finset.sum_insert (by simp [hA]), Finset.insert_erase hB, Finset.erase_insert hA]
    congr 1
    refine Finset.sum_congr rfl fun p hp => ?_
    have hpq : p ≠ q := fun h => hA (h ▸ (Finset.mem_sdiff.1 hp).1)
    rw [Finset.erase_insert_of_ne hpq.symm, Finset.erase_insert_of_ne hpq]
  have c1 : ((A \ B).card : ℂ) + (A ∩ B).card = A.card := by
    exact_mod_cast Finset.card_sdiff_add_card_inter A B
  have c2 : ((B \ A).card : ℂ) + (A ∩ B).card = B.card := by
    rw [Finset.inter_comm]
    exact_mod_cast Finset.card_sdiff_add_card_inter B A
  rw [h1, h2, Finset.sum_add_distrib, Finset.sum_add_distrib, Finset.sum_comm]
  simp only [Finset.sum_const, nsmul_eq_mul]
  linear_combination (c1 - c2) * ψ (A, B)
```

Next, $\langle\varphi|S_+\psi\rangle=\langle S_-\varphi|\psi\rangle$, where `star φ ⬝ᵥ ψ` is the inner product $\langle\varphi|\psi\rangle$. Both sides sum over pairs of determinants that differ by one spin flip. `Finset.sum_bij'` matches the terms.

```lean
/-- S₋ is the adjoint of S₊. -/
theorem raise_adjoint {n : ℕ} (φ ψ : State n) :
    star φ ⬝ᵥ spinRaise ψ = star (spinLower φ) ⬝ᵥ ψ := by
  change (∑ c : Config n, star (φ c) * ∑ p ∈ c.1 \ c.2, ψ (c.1.erase p, insert p c.2)) =
    ∑ c : Config n, star (∑ p ∈ c.2 \ c.1, φ (insert p c.1, c.2.erase p)) * ψ c
  simp only [star_sum, Finset.mul_sum, Finset.sum_mul]
  rw [Finset.sum_sigma', Finset.sum_sigma']
  -- pair each determinant with the one in which the spin in orbital `p` is flipped
  refine Finset.sum_bij' (fun x _ => ⟨(x.1.1.erase x.2, insert x.2 x.1.2), x.2⟩)
    (fun x _ => ⟨(insert x.2 x.1.1, x.1.2.erase x.2), x.2⟩) ?_ ?_ ?_ ?_ ?_
  · rintro ⟨⟨A, B⟩, p⟩ _
    simp
  · rintro ⟨⟨A, B⟩, p⟩ _
    simp
  all_goals
    rintro ⟨⟨A, B⟩, p⟩ h
    simp only [Finset.mem_sigma, Finset.mem_univ, true_and, Finset.mem_sdiff] at h
    simp only [Finset.insert_erase h.1, Finset.erase_insert h.2]
```

## Every Sz = 1 state is reached by raising

Let $v$ have $b+2$ α and $b$ β electrons. The commutator and the adjoint relation give
$$\langle v|S_+S_-v\rangle=\|S_+v\|^2+2\|v\|^2 .$$
For normalised $v$ this expectation value is at least 2. If $S_+S_-v=0$, both non-negative terms vanish and $v=0$.

```lean
/-- A state with two more α than β electrons that S₊S₋ annihilates is zero. -/
theorem eq_zero_of_raise_lower {n b : ℕ} {v : State n} (h : v ∈ sector n (b + 2) b)
    (hv : spinRaise (spinLower v) = 0) : v = 0 := by
  have e : spinRaise (spinLower v) = spinLower (spinRaise v) + (v + v) := by
    ext c
    rw [spin_commutator]
    by_cases hc : c.1.card = b + 2 ∧ c.2.card = b
    · simp only [Pi.add_apply, hc.1, hc.2]
      push_cast
      ring
    · simp only [Pi.add_apply, h c hc]
      ring
  have adj : star v ⬝ᵥ spinLower (spinRaise v) = star (spinRaise v) ⬝ᵥ spinRaise v := by
    rw [Matrix.star_dotProduct, ← raise_adjoint, ← Matrix.star_dotProduct]
  -- the expectation value is a sum of squared norms
  have d : star v ⬝ᵥ spinRaise (spinLower v) =
      star (spinRaise v) ⬝ᵥ spinRaise v + (star v ⬝ᵥ v + star v ⬝ᵥ v) := by
    rw [e, dotProduct_add, dotProduct_add, adj]
  rw [hv, dotProduct_zero] at d
  have p1 := dotProduct_star_self_nonneg (spinRaise v)
  have p2 := dotProduct_star_self_nonneg v
  have q := ((add_eq_zero_iff_of_nonneg p1 (add_nonneg p2 p2)).1 d.symm).2
  exact dotProduct_star_self_eq_zero.1 ((add_eq_zero_iff_of_nonneg p2 p2).1 q).1
```

The same relations show that a singlet is also annihilated by $S_-$. For $S_z=0$ and $S_+\psi=0$ the commutator gives $S_+S_-\psi=0$, hence $\|S_-\psi\|^2=\langle\psi|S_+S_-\psi\rangle=0$.

```lean
/-- S₋ also annihilates every singlet. -/
theorem singlet_lower {n k : ℕ} {ψ : State n} (h : ψ ∈ singlets n k) : spinLower ψ = 0 := by
  have e : spinRaise (spinLower ψ) = 0 := by
    ext c
    rw [spin_commutator, LinearMap.mem_ker.1 h.2, map_zero]
    by_cases hc : c.1.card = k ∧ c.2.card = k
    · simp [hc.1, hc.2]
    · simp [h.1 c hc]
  apply dotProduct_star_self_eq_zero.1
  rw [← raise_adjoint, e, dotProduct_zero]
```

## Counting by rank and nullity

The α and β orbitals are chosen independently, so the sector $(a,b)$ has dimension $\binom na\binom nb$. Lean identifies the sector with the functions on its determinants and counts those.

```lean
/-- The states with `a` α and `b` β electrons in `n` orbitals form a space of dimension
binomial(n,a) binomial(n,b). -/
theorem finrank_sector (n a b : ℕ) :
    Module.finrank ℂ (sector n a b) = n.choose a * n.choose b := by
  let e : sector n a b ≃ₗ[ℂ] ({c : Config n // c.1.card = a ∧ c.2.card = b} → ℂ) :=
    { toFun := fun ψ c => ψ.1 c.1
      map_add' := fun _ _ => rfl
      map_smul' := fun _ _ => rfl
      invFun := fun f => ⟨fun c => if h : c.1.card = a ∧ c.2.card = b then f ⟨c, h⟩ else 0,
        fun _ hc => dif_neg hc⟩
      left_inv := fun ψ => Subtype.ext (funext fun c => by
        by_cases h : c.1.card = a ∧ c.2.card = b
        · exact dif_pos h
        · exact (dif_neg h).trans (ψ.2 c h).symm)
      right_inv := fun f => funext fun c => dif_pos c.2 }
  rw [e.finrank_eq, Module.finrank_fintype_fun_eq_card,
    Fintype.card_of_subtype (Finset.powersetCard a Finset.univ ×ˢ
      Finset.powersetCard b Finset.univ) (by simp [Finset.mem_powersetCard])]
  simp [Finset.card_product, Finset.card_powersetCard]
```

$S_+$ maps the sector $(k,k)$ into $(k+1,k-1)$, and $S_-$ maps back. On $(k+1,k-1)$ the product $S_+S_-$ is injective, hence surjective because the dimension is finite, so $S_+$ reaches the whole sector. Its kernel in $(k,k)$ is the singlet space, and rank-nullity gives
$$\dim(\text{singlets})=\binom nk^2-\binom n{k+1}\binom n{k-1}.$$
In the proof $k=j+1$, and `f` and `g` are $S_+$ and $S_-$ restricted to these sectors. The condition $k\ge1$ is there because Lean's natural-number subtraction reads $0-1$ as $0$.

```lean
/-- For `k ≥ 1`, the singlets of `2k` electrons in `n` orbitals form a space of dimension
binomial(n,k)² − binomial(n,k+1) binomial(n,k−1). -/
theorem singlet_count {n k : ℕ} (hk : 1 ≤ k) :
    (Module.finrank ℂ (singlets n k) : ℝ) =
      (n.choose k : ℝ) ^ 2 - n.choose (k + 1) * n.choose (k - 1) := by
  obtain ⟨j, rfl⟩ : ∃ j, k = j + 1 := ⟨k - 1, by omega⟩
  have hr : ∀ ψ ∈ sector n (j + 1) (j + 1), spinRaise ψ ∈ sector n (j + 2) j := by
    intro ψ h c hc
    refine Finset.sum_eq_zero fun p hp => h _ fun hh => hc ?_
    obtain ⟨hA, hB⟩ := Finset.mem_sdiff.1 hp
    have h1 := Finset.card_erase_add_one hA
    have h2 := Finset.card_insert_of_notMem hB
    have h3 := hh.1
    have h4 := hh.2
    dsimp only at h3 h4
    constructor <;> omega
  have hl : ∀ ψ ∈ sector n (j + 2) j, spinLower ψ ∈ sector n (j + 1) (j + 1) := by
    intro ψ h c hc
    refine Finset.sum_eq_zero fun p hp => h _ fun hh => hc ?_
    obtain ⟨hB, hA⟩ := Finset.mem_sdiff.1 hp
    have h1 := Finset.card_erase_add_one hB
    have h2 := Finset.card_insert_of_notMem hA
    have h3 := hh.1
    have h4 := hh.2
    dsimp only at h3 h4
    constructor <;> omega
  let f := spinRaise.restrict hr
  let g := spinLower.restrict hl
  -- S₊S₋ is injective on the Sz = 1 sector, hence S₊ reaches all of it
  have inj : Function.Injective (f ∘ₗ g) := by
    rw [← LinearMap.ker_eq_bot, LinearMap.ker_eq_bot']
    intro v hv
    exact Subtype.ext (eq_zero_of_raise_lower v.2 (congrArg Subtype.val hv))
  have surj : Function.Surjective f := by
    intro y
    obtain ⟨x, hx⟩ := LinearMap.injective_iff_surjective.1 inj y
    exact ⟨g x, hx⟩
  have hker : (LinearMap.ker f).map (sector n (j + 1) (j + 1)).subtype =
      singlets n (j + 1) := by
    ext ψ
    constructor
    · rintro ⟨x, hx, rfl⟩
      exact ⟨x.2, congrArg Subtype.val (LinearMap.mem_ker.1 hx)⟩
    · rintro ⟨h1, h2⟩
      exact ⟨⟨ψ, h1⟩, Subtype.ext h2, rfl⟩
  have rn := LinearMap.finrank_range_add_finrank_ker f
  rw [LinearMap.range_eq_top.2 surj, finrank_top, finrank_sector, finrank_sector,
    ← Submodule.finrank_map_subtype_eq, hker] at rn
  have rn' : (n.choose (j + 2) : ℝ) * n.choose j + Module.finrank ℂ (singlets n (j + 1)) =
      n.choose (j + 1) * n.choose (j + 1) := by exact_mod_cast rn
  rw [Nat.add_sub_cancel]
  linear_combination rn'
```

## The closed form

Neighbouring binomials satisfy
$$\binom n{k+1}=\frac{n-k}{k+1}\binom nk,\qquad \binom n{k-1}=\frac{k}{n-k+1}\binom nk .$$
The singlet count is therefore
$$\binom nk^2\left[1-\frac{k(n-k)}{(k+1)(n-k+1)}\right]=\binom nk^2\,\frac{n+1}{(k+1)(n-k+1)},$$
because $(k+1)(n-k+1)-k(n-k)=n+1$. Lean first proves this multiplied by the denominator, using the ratio `r` at $k-1$ and at $k$.

```lean
/-- The binomial identity behind the closed form, for `k ≥ 1` and cleared of denominators. -/
theorem binomial_identity {n k : ℕ} (hk : 1 ≤ k) :
    ((k : ℝ) + 1) * (n - k + 1) *
      ((n.choose k : ℝ) ^ 2 - n.choose (k + 1) * n.choose (k - 1)) =
      (n + 1) * (n.choose k : ℝ) ^ 2 := by
  obtain ⟨j, rfl⟩ : ∃ j, k = j + 1 := ⟨k - 1, by omega⟩
  -- the ratio of neighbouring binomials
  have r : ∀ m : ℕ, (n.choose (m + 1) : ℝ) * (m + 1) = n.choose m * (n - m) := by
    intro m
    rcases le_or_gt m n with h | h
    · rw [← Nat.cast_sub h]
      exact_mod_cast Nat.choose_succ_right_eq n m
    · simp [Nat.choose_eq_zero_of_lt h, Nat.choose_eq_zero_of_lt (Nat.lt_succ_of_lt h)]
  have h1 := r j
  have h2 := r (j + 1)
  rw [Nat.add_sub_cancel]
  push_cast at h2 ⊢
  linear_combination (-(n.choose j : ℝ) * (n - j)) * h2 +
    ((n.choose (j + 1) : ℝ) * (n - j - 1)) * h1
```

For $k\le n$ the denominators are positive, and division gives the fraction of singlets.

```lean
/-- For `1 ≤ k ≤ n`, the number of singlets of `2k` electrons in `n` orbitals divided by the
number of Sz = 0 determinants is (n+1)/((k+1)(n−k+1)). -/
theorem singlet_fraction {n k : ℕ} (hk : 1 ≤ k) (hkn : k ≤ n) :
    (Module.finrank ℂ (singlets n k) : ℝ) / (n.choose k : ℝ) ^ 2 =
      (n + 1) / ((k + 1) * (n - k + 1)) := by
  have hc : (0 : ℝ) < n.choose k := by exact_mod_cast Nat.choose_pos hkn
  have hn : (k : ℝ) ≤ n := by exact_mod_cast hkn
  have h1 : (0 : ℝ) < n - k + 1 := by linarith
  have h2 : (0 : ℝ) < (k + 1) * (n - k + 1) := by positivity
  rw [singlet_count hk, div_eq_div_iff (pow_pos hc 2).ne' h2.ne']
  linear_combination binomial_identity (n := n) hk
```

## Half filling

At $n=2k$ the fraction is $(2k+1)/(k+1)^2$, and
$$k\,\frac{2k+1}{(k+1)^2}=2-\frac3{k+1}+\frac1{(k+1)^2}\longrightarrow2 .$$
For large $k$ the singlets thus take up about $2/k$ of the $S_z=0$ space. Lean proves the limit of the right-hand expression and transfers it to the singlet fraction, which agrees with it for all $k\ge1$.

```lean
/-- At half filling, with `2k` electrons in `2k` orbitals, `k` times the ratio of singlets to
Sz = 0 determinants tends to 2 as `k` grows. -/
theorem half_filling_limit :
    Tendsto (fun k : ℕ => (k : ℝ) *
      ((Module.finrank ℂ (singlets (2 * k) k) : ℝ) / ((2 * k).choose k : ℝ) ^ 2))
      atTop (𝓝 2) := by
  have h := tendsto_one_div_add_atTop_nhds_zero_nat (𝕜 := ℝ)
  have L : Tendsto (fun k : ℕ => 2 - 3 * (1 / ((k : ℝ) + 1)) + (1 / ((k : ℝ) + 1)) ^ 2)
      atTop (𝓝 2) := by
    rw [show 𝓝 (2 : ℝ) = 𝓝 (2 - 3 * 0 + 0 ^ 2) by norm_num]
    exact ((h.const_mul 3).const_sub 2).add (h.pow 2)
  refine L.congr' ?_
  filter_upwards [eventually_ge_atTop 1] with k hk
  have hp : (k : ℝ) + 1 ≠ 0 := by positivity
  rw [singlet_fraction hk (by omega)]
  push_cast
  rw [show (2 * (k : ℝ) - k + 1) = k + 1 by ring]
  field_simp
  ring

end SingletCounting
```

```lean
#print axioms SingletCounting.singlet_lower
-- 'SingletCounting.singlet_lower' depends on axioms: [propext, Classical.choice, Quot.sound]
#print axioms SingletCounting.singlet_fraction
-- 'SingletCounting.singlet_fraction' depends on axioms: [propext, Classical.choice, Quot.sound]
#print axioms SingletCounting.half_filling_limit
-- 'SingletCounting.half_filling_limit' depends on axioms: [propext, Classical.choice, Quot.sound]
```

## Twelve electrons in twelve orbitals

In an active space of this size, without spatial symmetry, there are $\binom{12}{6}^2=853\,776$ determinants with $S_z=0$. The fraction is $13/49$, which leaves $226\,512$ singlets. This is the length of the coefficient vector when the calculation uses spin-adapted configuration state functions in place of determinants.

## Other multiplicities

For $a\ge b\ge1$ the same reasoning applies to $S_+$ from the sector $(a,b)$ to $(a+1,b-1)$, with $a-b+2$ in place of the factor 2. It gives
$$\binom na\binom nb-\binom n{a+1}\binom n{b-1}$$
multiplets of spin $S=(a-b)/2$, each counted once through its component with $S_z=S$.
